# Second-order bounds on the ground energy when one level is coupled to higher levels

To state a bound on a ground energy formally, one must first say what the Hamiltonian is and what its ground energy means. Here the Hamiltonian is a finite complex matrix with one reference level, of real energy a, singled out from the rest. The ground energy E₀ is defined as the infimum of the real eigenvalues; that this infimum is itself an eigenvalue has to be proved.

The remaining levels have their own matrix D, and a complex vector b couples them to the reference:

H = [[a, b†], [b, D]]

Put G = D − a, assumed positive definite, and

w = G⁻¹b, s = ⟨b, w⟩, W = ‖w‖².

The result is

a − s ≤ E₀ ≤ a − s/(1 + W),

with strict inequality on the left when b ≠ 0. For this finite model, with a ⊕ D as the unperturbed Hamiltonian and only the coupling b as the perturbation, a − s is the energy through second order, and the upper bound is the mean energy of the normalised first-order state.

```lean
import Mathlib

open Matrix
open scoped ComplexOrder

namespace SecondOrderEnergyBracket

noncomputable section

variable {m n : Type*} [Fintype m] [DecidableEq m] [Fintype n] [DecidableEq n]
```

The letters `m` and `n` stand for finite index sets: `m` for a general matrix, `n` for the levels other than the reference. A vector is a function such as `n → ℂ`. Opening `ComplexOrder` gives 0 ≤ z, for complex z, the meaning "z is real and nonnegative", which is how positivity of a quadratic form is expressed below.

```lean
/-- The squared norm of a state vector. -/
def weight (v : m → ℂ) : ℝ := ∑ i, ‖v i‖ ^ 2
```

`weight v` is ‖v‖² = Σᵢ |vᵢ|². State vectors are not assumed normalised. In the comments of the code below, the energy of a state v means ⟨v, Av⟩ for the Hamiltonian A, which is the mean energy times ‖v‖².

```lean
/-- The ground energy: the infimum of the real eigenvalues of a matrix. -/
def groundEnergy (A : Matrix m m ℂ) : ℝ :=
  sInf {E : ℝ | ∃ v : m → ℂ, v ≠ 0 ∧ A *ᵥ v = (E : ℂ) • v}
```

The set contains every real E for which some nonzero v satisfies Av = Ev. In Lean, `*ᵥ` is a matrix acting on a vector and `•` is multiplication by a scalar. `groundEnergy A` is the infimum of this set.

```lean
/-- A reference level of energy `a` coupled by `b` to the levels described by `D`. -/
def coupled (a : ℝ) (b : n → ℂ) (D : Matrix n n ℂ) : Matrix (Unit ⊕ n) (Unit ⊕ n) ℂ :=
  Matrix.fromBlocks (Matrix.of fun _ _ => (a : ℂ)) (Matrix.of fun _ j => star (b j))
    (Matrix.of fun i _ => b i) D
```

`coupled a b D` is H. The index type `Unit ⊕ n` has one reference label and the labels of `n`. The column below a is b, and the row beside it is its complex conjugate.

```lean
/-- The state with amplitude `x` on the reference level and `y` on the other levels. -/
def state (x : ℂ) (y : n → ℂ) : Unit ⊕ n → ℂ := Sum.elim (fun _ => x) y
```

`state x y` is the vector (x, y), with amplitude x on the reference level.

```lean
/-- The excitation matrix `D - a`. -/
def gap (a : ℝ) (D : Matrix n n ℂ) : Matrix n n ℂ := D - (a : ℂ) • 1
```

`gap a D` is G. The main hypothesis, `(gap a D).PosDef`, includes that G is Hermitian, and it says that every eigenvalue of D lies above a.

```lean
/-- The vector `w = (D - a)⁻¹ b` of first-order amplitudes, up to sign. -/
def amplitudes (a : ℝ) (b : n → ℂ) (D : Matrix n n ℂ) : n → ℂ := (gap a D)⁻¹ *ᵥ b
```

`amplitudes a b D` is w. The first-order state is (1, −w), hence the words "up to sign".

```lean
/-- The real part `s = Re ⟨b, w⟩`, with `w = (D - a)⁻¹ b`. -/
def lowering (a : ℝ) (b : n → ℂ) (D : Matrix n n ℂ) : ℝ :=
  (star b ⬝ᵥ amplitudes a b D).re
```

`lowering a b D` is s. The expression `star b ⬝ᵥ w` is Σᵢ bᵢ* wᵢ, conjugate-linear in its first argument, and `.re` takes the real part. For positive definite G nothing is lost, because ⟨b, w⟩ = ⟨w, Gw⟩ (shown below) is real when G is Hermitian. If D is diagonal with entries dᵢ, this is the familiar sum

s = Σᵢ |bᵢ|²/(dᵢ − a).

In general the inverse contains the whole block D. A perturbation scheme that puts a simpler operator in the denominator in general has a different s, and the lower bound here does not cover it.

```lean
omit [DecidableEq m] in
/-- The inner product of a state with itself is its squared norm, positive for a nonzero state. -/
theorem norm_facts (v : m → ℂ) :
    star v ⬝ᵥ v = (weight v : ℂ) ∧ (v ≠ 0 → 0 < weight v) := by
  constructor
  · simp [weight, dotProduct, Complex.conj_mul']
  · intro hv
    by_contra h
    apply hv
    ext i
    have h1 : ‖v i‖ ^ 2 ≤ weight v :=
      Finset.single_le_sum (f := fun j => ‖v j‖ ^ 2) (fun j _ => sq_nonneg _)
        (Finset.mem_univ i)
    have h2 : ‖v i‖ ^ 2 = 0 := le_antisymm (h1.trans (not_lt.1 h)) (sq_nonneg _)
    exact norm_eq_zero.1 (pow_eq_zero_iff two_ne_zero |>.1 h2)
```

This says that ⟨v, v⟩ = ‖v‖², and that ‖v‖² > 0 if v ≠ 0. For the second part, each |vᵢ|² is at most the sum, so a sum that is not positive forces every component to vanish.

```lean
/-- Each listed eigenvalue of a Hermitian matrix belongs to a nonzero eigenvector. -/
theorem exists_eigenvector {A : Matrix m m ℂ} (hA : A.IsHermitian) (i : m) :
    ∃ v : m → ℂ, v ≠ 0 ∧ A *ᵥ v = (hA.eigenvalues i : ℂ) • v := by
  refine ⟨(hA.eigenvectorBasis i).ofLp, ?_, ?_⟩
  · intro h0
    apply hA.eigenvectorBasis.orthonormal.ne_zero i
    ext k
    exact congrFun h0 k
  · ext k
    simpa using congrFun (hA.mulVec_eigenvectorBasis i) k
```

Mathlib supplies a Hermitian matrix with a list of real eigenvalues and an orthonormal basis of eigenvectors. The theorem restates this in the form used by `groundEnergy`: each listed eigenvalue has a nonzero eigenvector.

```lean
/-- The ground energy of a Hermitian matrix is its least eigenvalue. -/
theorem isLeast_groundEnergy [Nonempty m] {A : Matrix m m ℂ} (hA : A.IsHermitian) :
    IsLeast {E : ℝ | ∃ v : m → ℂ, v ≠ 0 ∧ A *ᵥ v = (E : ℂ) • v} (groundEnergy A) := by
  -- eigenvalues are roots of the characteristic polynomial, hence finite in number
  have hfin : {E : ℝ | ∃ v : m → ℂ, v ≠ 0 ∧ A *ᵥ v = (E : ℂ) • v}.Finite := by
    have hr := Polynomial.finite_setOfPred_isRoot A.charpoly_monic.ne_zero
    refine (hr.preimage (f := fun t : ℝ => (t : ℂ))
      Complex.ofReal_injective.injOn).subset ?_
    rintro μ ⟨v, hv, h⟩
    change A.charpoly.eval (μ : ℂ) = 0
    rw [Matrix.eval_charpoly, ← Matrix.exists_mulVec_eq_zero_iff]
    refine ⟨v, hv, ?_⟩
    ext i
    simp [Matrix.sub_mulVec, h, Matrix.scalar_apply]
  have hne : {E : ℝ | ∃ v : m → ℂ, v ≠ 0 ∧ A *ᵥ v = (E : ℂ) • v}.Nonempty :=
    ⟨_, exists_eigenvector hA (Classical.arbitrary m)⟩
  exact ⟨hne.csInf_mem hfin, fun μ hμ => csInf_le hfin.bddBelow hμ⟩
```

`IsLeast` says that E₀ belongs to the set of eigenvalues and is less than or equal to each of its members. If Av = Ev with v ≠ 0, then (E − A)v = 0, so det(E − A) = 0 and E is a root of the characteristic polynomial. There are finitely many roots, which is `hfin`. The hypothesis `[Nonempty m]` provides at least one index, and the previous theorem applied to it shows that the set is nonempty, which is `hne`. A finite nonempty set of real numbers contains its infimum.

```lean
/-- Variational principle: the energy of any state is at least the ground energy times
its squared norm. -/
theorem variational [Nonempty m] {A : Matrix m m ℂ} (hA : A.IsHermitian) (v : m → ℂ) :
    groundEnergy A * weight v ≤ (star v ⬝ᵥ A *ᵥ v).re := by
  have hB : (A - (groundEnergy A : ℂ) • (1 : Matrix m m ℂ)).IsHermitian := by
    change (_)ᴴ = _
    rw [Matrix.conjTranspose_sub, hA.eq]
    simp
  -- the shifted matrix has no negative eigenvalue
  have hP := hB.posSemidef_iff_eigenvalues_nonneg.2 (by
    intro i
    obtain ⟨u, hu, h⟩ := exists_eigenvector hB i
    rw [Matrix.sub_mulVec, Matrix.smul_mulVec, Matrix.one_mulVec] at h
    have h2 := (isLeast_groundEnergy hA).2
      (show groundEnergy A + hB.eigenvalues i ∈ _ from ⟨u, hu, by
        rw [Complex.ofReal_add, add_smul, ← h]
        abel⟩)
    change 0 ≤ hB.eigenvalues i
    linarith)
  have h := (Complex.le_def.1 (hP.dotProduct_mulVec_nonneg v)).1
  rw [Matrix.sub_mulVec, Matrix.smul_mulVec, Matrix.one_mulVec, dotProduct_sub,
    dotProduct_smul, (norm_facts v).1, smul_eq_mul, Complex.sub_re, Complex.re_ofReal_mul,
    Complex.ofReal_re, Complex.zero_re] at h
  linarith
```

This is the variational principle without normalisation:

E₀‖v‖² ≤ Re⟨v, Av⟩.

Consider A − E₀. If it has eigenvalue ε with eigenvector u, then Au = (E₀ + ε)u. Since E₀ is the least eigenvalue of A, ε ≥ 0. A Hermitian matrix without negative eigenvalues is positive semidefinite, so ⟨v, (A − E₀)v⟩ ≥ 0. Expanding this gives the claim. In the code, `hP` is the semidefiniteness and the final `rw` is the expansion.

```lean
omit [Fintype n] in
/-- The coupled Hamiltonian is Hermitian when `D - a` is. -/
theorem coupled_isHermitian {a : ℝ} (b : n → ℂ) {D : Matrix n n ℂ}
    (hG : (gap a D).IsHermitian) : (coupled a b D).IsHermitian := by
  have hD : D.IsHermitian := by
    have h := hG.eq
    rw [gap, Matrix.conjTranspose_sub] at h
    change Dᴴ = D
    simpa using h
  apply Matrix.IsHermitian.ext
  rintro (_ | i) (_ | j)
  · simp [coupled]
  · simp [coupled]
  · simp [coupled]
  · exact hD.apply i j
```

Because a is real, D = G + a is Hermitian when G is. The four cases of the proof are the four blocks of H, each compared with the block of H† in the same position.

```lean
/-- The amplitudes solve `(D - a) w = b`, and `⟨w, (D - a) z⟩ = ⟨b, z⟩` for every `z`. -/
theorem amplitudes_equation {a : ℝ} (b : n → ℂ) {D : Matrix n n ℂ} (hG : (gap a D).PosDef) :
    gap a D *ᵥ amplitudes a b D = b ∧
      ∀ z, star (amplitudes a b D) ⬝ᵥ gap a D *ᵥ z = star b ⬝ᵥ z := by
  have hw : gap a D *ᵥ amplitudes a b D = b := by
    rw [amplitudes, Matrix.mulVec_mulVec,
      Matrix.mul_nonsing_inv _ ((Matrix.isUnit_iff_isUnit_det _).1 hG.isUnit),
      Matrix.one_mulVec]
  refine ⟨hw, fun z => ?_⟩
  have h : star (gap a D *ᵥ amplitudes a b D) = star (amplitudes a b D) ᵥ* gap a D := by
    rw [Matrix.star_mulVec, hG.isHermitian.eq]
  rw [Matrix.dotProduct_mulVec, ← h, hw]
```

The first part is Gw = b, which holds because a positive definite matrix is invertible. The second follows from G† = G:

⟨w, Gz⟩ = ⟨Gw, z⟩ = ⟨b, z⟩.

```lean
/-- Completing the square in the energy of the state `(x, y)`. -/
theorem energy_complete_square {a : ℝ} (b : n → ℂ) {D : Matrix n n ℂ}
    (hG : (gap a D).PosDef) (x : ℂ) (y : n → ℂ) :
    (star (state x y) ⬝ᵥ coupled a b D *ᵥ state x y).re =
      a * (‖x‖ ^ 2 + weight y) + (star (y + x • amplitudes a b D) ⬝ᵥ
        gap a D *ᵥ (y + x • amplitudes a b D)).re - ‖x‖ ^ 2 * lowering a b D := by
  obtain ⟨hw, hadj⟩ := amplitudes_equation b hG
  have hH : coupled a b D *ᵥ state x y =
      state (a * x + star b ⬝ᵥ y) (x • b + D *ᵥ y) := by
    ext i
    rcases i with _ | i <;> simp [coupled, state, Matrix.mulVec, dotProduct, mul_comm]
  have hdot : ∀ x' y', star (state x y) ⬝ᵥ state x' y' = star x * x' + star y ⬝ᵥ y' := by
    intro x' y'
    simp [state, dotProduct]
  have h1 := hadj y
  have h2 := hadj (amplitudes a b D)
  rw [hw] at h2
  have hy : gap a D *ᵥ y = D *ᵥ y - (a : ℂ) • y := by
    rw [gap, Matrix.sub_mulVec, Matrix.smul_mulVec, Matrix.one_mulVec]
  have hc : star (state x y) ⬝ᵥ coupled a b D *ᵥ state x y =
      a * (star x * x + star y ⬝ᵥ y) + star (y + x • amplitudes a b D) ⬝ᵥ
        gap a D *ᵥ (y + x • amplitudes a b D)
        - star x * x * (star b ⬝ᵥ amplitudes a b D) := by
    rw [hH, hdot, Matrix.mulVec_add, Matrix.mulVec_smul, hw, hy, star_add, star_smul]
    rw [hy] at h1
    simp only [add_dotProduct, dotProduct_add, dotProduct_sub, smul_dotProduct,
      dotProduct_smul, smul_eq_mul] at h1 ⊢
    linear_combination -star x * h1 - star x * x * h2
  have hx : star x * x = ((‖x‖ ^ 2 : ℝ) : ℂ) := by
    simp [Complex.conj_mul']
  rw [hc, hx, (norm_facts y).1, ← Complex.ofReal_add, Complex.sub_re, Complex.add_re,
    Complex.re_ofReal_mul, Complex.re_ofReal_mul, Complex.ofReal_re, lowering]
```

This identity carries the argument. First,

H(x, y) = (ax + ⟨b, y⟩, xb + Dy).

Let ⟨H⟩ be the inner product of (x, y) with H(x, y), not divided by the squared norm. Writing D = a + G gives

⟨H⟩ = a(|x|² + ‖y‖²) + x*⟨b, y⟩ + x⟨y, b⟩ + ⟨y, Gy⟩.

Now expand the square, using Gw = b and ⟨w, Gy⟩ = ⟨b, y⟩:

⟨y + xw, G(y + xw)⟩ = ⟨y, Gy⟩ + x⟨y, b⟩ + x*⟨b, y⟩ + |x|²s.

With Q for the left-hand side of this last equation,

⟨H⟩ = a(|x|² + ‖y‖²) + Q − |x|²s.

In the proof, `hH` computes H(x, y) and `hdot` splits the inner product into its two parts. The complex identity is `hc`, where `linear_combination` combines the two relations for w with the right coefficients. The last lines take real parts.

```lean
/-- The second-order lowering is nonnegative, and positive when the coupling is nonzero. -/
theorem lowering_pos {a : ℝ} (b : n → ℂ) {D : Matrix n n ℂ} (hG : (gap a D).PosDef) :
    0 ≤ lowering a b D ∧ (b ≠ 0 → 0 < lowering a b D) := by
  obtain ⟨hw, hadj⟩ := amplitudes_equation b hG
  rw [lowering, ← hadj]
  refine ⟨(Complex.le_def.1 (hG.posSemidef.dotProduct_mulVec_nonneg _)).1, fun hb => ?_⟩
  refine (Complex.lt_def.1 (hG.dotProduct_mulVec_pos ?_)).1
  intro h
  rw [h, Matrix.mulVec_zero] at hw
  exact hb hw.symm
```

Setting z = w in the relation above gives s = ⟨w, Gw⟩ ≥ 0. If b ≠ 0, then w ≠ 0, since w = 0 would give b = Gw = 0. Positive definiteness then makes s > 0.

```lean
/-- The ground energy lies between the second-order energy `a - s` and its normalized
version `a - s / (1 + ‖w‖²)`; the lower bound is strict for nonzero coupling. -/
theorem second_order_bracket {a : ℝ} (b : n → ℂ) {D : Matrix n n ℂ} (hG : (gap a D).PosDef) :
    a - lowering a b D ≤ groundEnergy (coupled a b D) ∧
    groundEnergy (coupled a b D) ≤
      a - lowering a b D / (1 + weight (amplitudes a b D)) ∧
    (b ≠ 0 → a - lowering a b D < groundEnergy (coupled a b D)) := by
  have hH := coupled_isHermitian b hG.isHermitian
  have hs := (lowering_pos b hG).1
  have hN : ∀ (x : ℂ) (y : n → ℂ), weight (state x y) = ‖x‖ ^ 2 + weight y := by
    intro x y
    simp [weight, state]
  have hW : ∀ y : n → ℂ, 0 ≤ weight y := fun y => Finset.sum_nonneg fun _ _ => sq_nonneg _
  -- energy balance for a ground eigenvector `(x, y)`
  obtain ⟨v, hv0, hv⟩ := (isLeast_groundEnergy hH).1
  obtain ⟨x, y, rfl⟩ : ∃ x y, v = state x y :=
    ⟨v (Sum.inl ()), fun i => v (Sum.inr i), by ext i; rcases i with _ | i <;> rfl⟩
  have he := energy_complete_square b hG x y
  rw [hv, dotProduct_smul, (norm_facts _).1, smul_eq_mul, Complex.re_ofReal_mul,
    Complex.ofReal_re, hN] at he
  have hpos := (norm_facts _).2 hv0
  rw [hN] at hpos
  have hQ : 0 ≤ (star (y + x • amplitudes a b D) ⬝ᵥ
      gap a D *ᵥ (y + x • amplitudes a b D)).re :=
    (Complex.le_def.1 (hG.posSemidef.dotProduct_mulVec_nonneg _)).1
  have hys := mul_nonneg (hW y) hs
  refine ⟨?_, ?_, fun hb => ?_⟩
  · by_contra h
    have := mul_pos (sub_pos.2 (not_le.1 h)) hpos
    nlinarith
  · -- the trial state `(1, -w)` makes the square vanish
    have ht := variational hH (state 1 (-amplitudes a b D))
    have hneg : weight (-amplitudes a b D) = weight (amplitudes a b D) := by simp [weight]
    rw [energy_complete_square b hG, hN, hneg, one_smul, neg_add_cancel,
      Matrix.mulVec_zero, dotProduct_zero, Complex.zero_re, norm_one] at ht
    have hd : 0 < 1 + weight (amplitudes a b D) := by linarith [hW (amplitudes a b D)]
    have : lowering a b D / (1 + weight (amplitudes a b D)) ≤
        a - groundEnergy (coupled a b D) := by
      rw [div_le_iff₀ hd]
      nlinarith
    linarith
  · -- equality would force `y = 0` and then `x w = 0`
    by_contra h
    have hm := mul_nonneg (sub_nonneg.2 (not_lt.1 h)) hpos.le
    have hy : y = 0 := by
      by_contra hy
      have := mul_pos ((norm_facts y).2 hy) ((lowering_pos b hG).2 hb)
      nlinarith
    have hx : x ≠ 0 := by
      intro hx
      apply hv0
      ext i
      rcases i with _ | i <;> simp [state, hx, hy]
    have hz : y + x • amplitudes a b D ≠ 0 := by
      rw [hy, zero_add]
      refine smul_ne_zero hx fun hw => hb ?_
      rw [← (amplitudes_equation b hG).1, hw, Matrix.mulVec_zero]
    have hq : 0 < (star (y + x • amplitudes a b D) ⬝ᵥ
        gap a D *ᵥ (y + x • amplitudes a b D)).re :=
      (Complex.lt_def.1 (hG.dotProduct_mulVec_pos hz)).1
    nlinarith
```

The three statements joined by `∧` are the lower bound, the upper bound and the strict lower bound for b ≠ 0.

For the lower bound, take a ground eigenvector (x, y). For it ⟨H⟩ = E₀(|x|² + ‖y‖²), and comparison with the completed square gives

(E₀ − a + s)(|x|² + ‖y‖²) = Q + s‖y‖².

The right side is nonnegative and the squared norm is positive, so E₀ ≥ a − s. In Lean, `he` is the energy balance, `hQ` is Q ≥ 0 and `hys` is s‖y‖² ≥ 0; `nlinarith` draws the contradiction from the opposite assumption.

For the upper bound, take the trial state (1, −w), for which y + xw = 0 and hence Q = 0. Its squared norm is 1 + W, and the variational principle reads

E₀(1 + W) ≤ a(1 + W) − s.

Dividing by 1 + W gives the bound. The normalised trial state is (1, −w)/√(1 + W), with mean energy a − s/(1 + W).

For strictness, let b ≠ 0 and suppose E₀ ≤ a − s. The left side of the energy balance is then at most zero, so both terms on the right vanish. Since s > 0, this forces y = 0. The eigenvector is nonzero, so x ≠ 0, and since w ≠ 0 as well, Q = |x|²⟨w, Gw⟩ > 0, a contradiction. The steps `hy`, `hx`, `hz` and `hq` follow this order.

If b = 0, then s = 0 and both bounds equal a. This includes the case of no further levels at all.

```lean
/-- A nonzero coupling to higher levels pushes the ground energy strictly below `a`. -/
theorem ground_level_repelled {a : ℝ} {b : n → ℂ} {D : Matrix n n ℂ}
    (hG : (gap a D).PosDef) (hb : b ≠ 0) : groundEnergy (coupled a b D) < a := by
  have hW : 0 ≤ weight (amplitudes a b D) := Finset.sum_nonneg fun _ _ => sq_nonneg _
  have h := div_pos ((lowering_pos b hG).2 hb)
    (show 0 < 1 + weight (amplitudes a b D) by linarith)
  linarith [(second_order_bracket b hG).2.1]

end

end SecondOrderEnergyBracket
```

With b ≠ 0, both s and 1 + W are positive, so

E₀ ≤ a − s/(1 + W) < a.

This is level repulsion for the lowest level only: the theorem says nothing about how the higher levels move.

```lean
#print axioms SecondOrderEnergyBracket.second_order_bracket
#print axioms SecondOrderEnergyBracket.ground_level_repelled
```

```
'SecondOrderEnergyBracket.second_order_bracket' depends on axioms: [propext, Classical.choice, Quot.sound]
'SecondOrderEnergyBracket.ground_level_repelled' depends on axioms: [propext, Classical.choice, Quot.sound]
```
